# A nonzero n-site projector annihilates the uniform periodic MPS when D² < dⁿ

A spin chain closed into a ring is described by a matrix product state (MPS), with the same tensor on every site. The state is given first, and no Hamiltonian comes with it. Is there a short-range Hamiltonian that has this state at its lowest energy?

Let each site have \(d\) basis states, labelled \(0,\dots,d-1\), and let \(A^0,\dots,A^{d-1}\) be complex \(D\times D\) matrices. On a ring of \(N\) sites the unnormalised amplitudes are

\[
\psi_N(\sigma)=\operatorname{Tr}\bigl(A^{\sigma_0}A^{\sigma_1}\cdots A^{\sigma_{N-1}}\bigr).
\]

If \(D^2<d^n\), there is a nonzero Hermitian projector \(h\) on \(n\) sites such that, for every \(N\ge n\) and every starting site \(k\),

\[
h_k\,\psi_N=0,\qquad H=\sum_{k} h_k\ \ge 0,\qquad H\psi_N=0.
\]

Here \(h_k\) is \(h\) acting on sites \(k,\dots,k+n-1\), counted around the ring, and as the identity elsewhere. The same \(h\) serves all ring lengths. The condition says that the block has more basis states than a \(D\times D\) matrix, which links its two ends, has entries.

## Null vectors of the block tensor

For finite periodic chains with a uniform tensor and \(\psi_N\neq0\), this gives a test problem for a ground-state solver: a local Hamiltonian with a known state of zero energy.

For a string \(t=(t_0,\dots,t_{n-1})\) write \(W(t)=A^{t_0}\cdots A^{t_{n-1}}\). A code can contract \(n\) tensors and reshape the result into a matrix \(M\) with \(D^2\) rows and \(d^n\) columns, \(M_{(ab),t}=W(t)_{ab}\). Any normalised solution of \(Mu=0\) gives \(h_{st}=\overline{u_s}\,u_t\).

Two details matter. The projector is onto \(\bar u\), so for complex tensors a missing conjugation generally gives the wrong operator. And since \(M\) is wide, a thin singular value decomposition returns only \(D^2\) right singular vectors and can miss the null space; a full one always includes a basis of it.

For \(d=D=2\) the condition first holds at \(n=3\). It is sufficient only: a shorter block also works if its products happen to be linearly dependent.

## From linear dependence to zero energy

**Cut the ring.** Fix \(k\) and the configuration outside the block, and write \(\sigma[t]\) for the configuration with \(t\) on the block. Let \(P\) be the product over sites \(0,\dots,k-1\) and \(Q\) the product over the remaining sites. Since \(\operatorname{Tr}(PQ)=\operatorname{Tr}(QP)\), the ring can be read from site \(k\). The first \(n\) factors are then \(W(t)\), and the others form a matrix \(X\) independent of \(t\):

\[
\psi_N(\sigma[t])=\operatorname{Tr}\bigl(W(t)X\bigr).
\]

If \(n=N\), then \(X=1\).

**Find a dependence.** There are \(d^n\) matrices \(W(t)\) in a space of dimension \(D^2<d^n\). Hence some \(u\neq0\) satisfies \(\sum_t u_tW(t)=0\).

**Build the projector.** Put \(\nu=\sum_r|u_r|^2>0\) and \(h_{st}=\overline{u_s}\,u_t/\nu\). Then \(\overline{h_{ts}}=h_{st}\), and

\[
\sum_r h_{sr}h_{rt}=\frac{\overline{u_s}\,u_t}{\nu^2}\sum_r|u_r|^2=h_{st}.
\]

Some \(u_i\ne0\), so \(h_{ii}=|u_i|^2/\nu\neq0\).

**Apply it.** If \(\sigma\) shows the string \(s\) on the block, then

\[
(h_k\psi_N)(\sigma)=\sum_t h_{st}\,\psi_N(\sigma[t])
=\frac{\overline{u_s}}{\nu}\operatorname{Tr}\Bigl(\sum_t u_tW(t)\,X\Bigr)=0.
\]

**Add the blocks.** The matrix element of \(h_k\) between two configurations is the element of \(h\) between their block strings if they agree outside the block, and zero otherwise. This makes \(h_k\) Hermitian. In \(h_k^2\) only intermediate configurations with the same exterior contribute, so the sum runs over block strings and \(h^2=h\) gives \(h_k^2=h_k\). Therefore, for any vector \(\varphi\),

\[
\langle\varphi|H|\varphi\rangle=\sum_k\|h_k\varphi\|^2\ge0.
\]

If \(H\varphi=0\), every term vanishes, so \(h_k\varphi=0\) for all \(k\). The converse is immediate.

## The construction in Lean

```lean
import Mathlib

open Matrix
open scoped ComplexOrder

namespace ParentHamiltonian

noncomputable section

variable {d D n N : ℕ}

/-- The ordered product of the MPS matrices along a string of `n` sites. -/
def bond (A : Fin d → Matrix (Fin D) (Fin D) ℂ) (t : Fin n → Fin d) :
    Matrix (Fin D) (Fin D) ℂ :=
  (List.ofFn fun i => A (t i)).prod

/-- The periodic matrix product state on a ring of `N` sites, as a vector of amplitudes. -/
def mps (A : Fin d → Matrix (Fin D) (Fin D) ℂ) (N : ℕ) (σ : ZMod N → Fin d) : ℂ :=
  trace (bond A fun i : Fin N => σ ((i : ℕ) : ZMod N))

/-- The configuration seen on the `n` consecutive sites starting at `k`. -/
def window (n : ℕ) (σ : ZMod N → Fin d) (k : ZMod N) : Fin n → Fin d :=
  fun i => σ (k + ((i : ℕ) : ZMod N))

/-- The configuration `σ` with the `n` sites starting at `k` replaced by `t`. -/
def overwrite (σ : ZMod N → Fin d) (k : ZMod N) (t : Fin n → Fin d) (x : ZMod N) : Fin d :=
  if hx : (x - k).val < n then t ⟨(x - k).val, hx⟩ else σ x

/-- Two configurations agree on all sites outside the block of `n` sites starting at `k`. -/
abbrev AgreeOff (n : ℕ) (k : ZMod N) (σ τ : ZMod N → Fin d) : Prop :=
  ∀ x, n ≤ (x - k).val → σ x = τ x

/-- The `n`-site operator `h` acting on the block starting at `k`, and as the identity on
the other sites of the ring; the block must fit on the ring, `n ≤ N`. -/
def onBlock [NeZero N] (h : Matrix (Fin n → Fin d) (Fin n → Fin d) ℂ) (k : ZMod N) :
    Matrix (ZMod N → Fin d) (ZMod N → Fin d) ℂ :=
  Matrix.of fun σ τ => if AgreeOff n k σ τ then h (window n σ k) (window n τ k) else 0

/-- The translation-invariant Hamiltonian: the sum of `h` over all blocks of the ring. -/
def hamiltonian (N : ℕ) [NeZero N] (h : Matrix (Fin n → Fin d) (Fin n → Fin d) ℂ) :
    Matrix (ZMod N → Fin d) (ZMod N → Fin d) ℂ :=
  ∑ k : ZMod N, onBlock h k

/-- The rank-one projector onto the complex conjugate of `u`, for `u ≠ 0`. -/
def rankOne {ι : Type*} [Fintype ι] (u : ι → ℂ) : Matrix ι ι ℂ :=
  Matrix.of fun s t => star (u s) * u t / (star u ⬝ᵥ u)

/-- The matrix product along a string factorises at any cut. -/
theorem bond_add (A : Fin d → Matrix (Fin D) (Fin D) ℂ) {m : ℕ} (h : N = n + m)
    (s : ℕ → Fin d) :
    bond A (fun i : Fin N => s i) =
      bond A (fun i : Fin n => s i) * bond A (fun i : Fin m => s (n + i)) := by
  have step : ∀ (p : ℕ) (r : ℕ → Fin d), bond A (fun i : Fin (p + 1) => r i) =
      bond A (fun i : Fin p => r i) * A (r p) := by
    intro p r
    unfold bond
    rw [List.ofFn_succ', List.concat_eq_append, List.prod_append]
    simp
  subst h
  induction m with
  | zero => simp [bond]
  | succ m ih =>
    have h1 : bond A (fun i : Fin (n + (m + 1)) => s i) =
      bond A (fun i : Fin (n + m) => s i) * A (s (n + m)) := step (n + m) s
    have h2 : bond A (fun i : Fin (m + 1) => s (n + i)) =
      bond A (fun i : Fin m => s (n + i)) * A (s (n + m)) := step m fun j => s (n + j)
    rw [h1, h2, ih, mul_assoc]

/-- Overwriting a block puts the new string on it and leaves the other sites unchanged. -/
theorem overwrite_spec [NeZero N] (hn : n ≤ N) (σ : ZMod N → Fin d) (k : ZMod N)
    (t : Fin n → Fin d) :
    window n (overwrite σ k t) k = t ∧
      ∀ x, n ≤ (x - k).val → overwrite σ k t x = σ x := by
  constructor
  · funext i
    have hv : (k + ((i : ℕ) : ZMod N) - k).val = i := by
      rw [add_sub_cancel_left, ZMod.val_natCast_of_lt (lt_of_lt_of_le i.2 hn)]
    unfold window overwrite
    rw [dif_pos (lt_of_eq_of_lt hv i.2)]
    exact congrArg t (Fin.ext hv)
  · intro x hx
    unfold overwrite
    rw [dif_neg (not_lt_of_ge hx)]

/-- Summing over the configurations that agree with `σ` outside a block is the same as
summing over all strings written on that block. -/
theorem sum_agreeOff [NeZero N] (hn : n ≤ N) (σ : ZMod N → Fin d) (k : ZMod N)
    (F : (ZMod N → Fin d) → ℂ) :
    (∑ τ, if AgreeOff n k σ τ then F τ else 0) =
      ∑ t : Fin n → Fin d, F (overwrite σ k t) := by
  rw [← Finset.sum_filter]
  symm
  refine Finset.sum_nbij' (fun t => overwrite σ k t) (fun τ => window n τ k) ?_ ?_ ?_ ?_ ?_
  · intro t _
    exact Finset.mem_filter.2 ⟨Finset.mem_univ _,
      fun x hx => ((overwrite_spec hn σ k t).2 x hx).symm⟩
  · intro τ _
    exact Finset.mem_univ _
  · intro t _
    exact (overwrite_spec hn σ k t).1
  · intro τ hτ
    funext x
    by_cases hx : (x - k).val < n
    · unfold overwrite window
      rw [dif_pos hx, ZMod.natCast_zmod_val, add_sub_cancel]
    · rw [(overwrite_spec hn σ k _).2 x (not_lt.1 hx)]
      exact (Finset.mem_filter.1 hτ).2 x (not_lt.1 hx)
  · intro t _
    rfl

/-- A Hermitian projector on `n` sites is a Hermitian projector on the whole ring. -/
theorem onBlock_projector [NeZero N] (hn : n ≤ N)
    {h : Matrix (Fin n → Fin d) (Fin n → Fin d) ℂ} (hH : h.IsHermitian) (hP : h * h = h)
    (k : ZMod N) :
    (onBlock h k).IsHermitian ∧ onBlock h k * onBlock h k = onBlock h k := by
  constructor
  · refine Matrix.IsHermitian.ext fun σ τ => ?_
    simp only [onBlock, Matrix.of_apply]
    by_cases hc : AgreeOff n k σ τ
    · rw [if_pos hc, if_pos (fun x hx => (hc x hx).symm)]
      exact hH.apply _ _
    · rw [if_neg hc, if_neg (fun h' => hc fun x hx => (h' x hx).symm), star_zero]
  · ext σ τ
    have hA : ∀ t : Fin n → Fin d,
        AgreeOff n k (overwrite σ k t) τ ↔ AgreeOff n k σ τ := fun t =>
      forall_congr' fun x => imp_congr_right fun hx => by
        rw [(overwrite_spec hn σ k t).2 x hx]
    rw [Matrix.mul_apply]
    simp only [onBlock, Matrix.of_apply, ite_mul, zero_mul]
    rw [sum_agreeOff hn σ k]
    simp only [(overwrite_spec hn σ k _).1, hA]
    by_cases hc : AgreeOff n k σ τ
    · simp only [if_pos hc]
      rw [← Matrix.mul_apply, hP]
    · simp only [if_neg hc, mul_zero, Finset.sum_const_zero]

/-- As a function of the string `t` on a block, the MPS amplitude is `Tr (W(t) X)`, with a
matrix `X` that does not depend on `t`. -/
theorem mps_environment [NeZero N] (A : Fin d → Matrix (Fin D) (Fin D) ℂ) (hn : n ≤ N)
    (σ : ZMod N → Fin d) (k : ZMod N) :
    ∃ X : Matrix (Fin D) (Fin D) ℂ, ∀ t : Fin n → Fin d,
      mps A N (overwrite σ k t) = trace (bond A t * X) := by
  obtain ⟨m, hm⟩ := Nat.exists_eq_add_of_le hn
  obtain ⟨q, hq⟩ := Nat.exists_eq_add_of_le (ZMod.val_lt k).le
  have c1 : ∀ j : ℕ, ((k.val + j : ℕ) : ZMod N) = k + j := by
    intro j
    rw [Nat.cast_add, ZMod.natCast_zmod_val]
  have c2 : ∀ j : ℕ, k + ((q + j : ℕ) : ZMod N) = j := by
    intro j
    rw [← c1, ← Nat.add_assoc, ← hq, Nat.cast_add, ZMod.natCast_self, zero_add]
  -- cyclicity of the trace lets the ring be read from site `k`
  have rot : ∀ τ : ZMod N → Fin d,
      mps A N τ = trace (bond A fun i : Fin N => τ (k + ((i : ℕ) : ZMod N))) := by
    intro τ
    have e1 := bond_add A hq (fun j => τ (j : ZMod N))
    have e2 := bond_add A (hq.trans (Nat.add_comm _ _)) (fun j => τ (k + (j : ZMod N)))
    simp only [c1] at e1
    simp only [c2] at e2
    unfold mps
    rw [e1, e2, Matrix.trace_mul_comm]
  refine ⟨bond A fun i : Fin m => σ (k + ((n + i : ℕ) : ZMod N)), fun t => ?_⟩
  have e3 : bond A (fun i : Fin N => overwrite σ k t (k + ((i : ℕ) : ZMod N))) =
      bond A (window n (overwrite σ k t) k) *
        bond A (fun i : Fin m => overwrite σ k t (k + ((n + i : ℕ) : ZMod N))) :=
    bond_add A hm (fun j => overwrite σ k t (k + (j : ZMod N)))
  have f2 : (fun i : Fin m => overwrite σ k t (k + ((n + i : ℕ) : ZMod N))) =
      fun i : Fin m => σ (k + ((n + i : ℕ) : ZMod N)) := by
    funext i
    have hi := i.2
    refine (overwrite_spec hn σ k t).2 _ ?_
    rw [add_sub_cancel_left, ZMod.val_natCast_of_lt (by omega)]
    omega
  rw [rot, e3, f2, (overwrite_spec hn σ k t).1]

/-- For `u ≠ 0` the matrix `rankOne u` is a nonzero Hermitian projector. -/
theorem rankOne_projector {ι : Type*} [Fintype ι] {u : ι → ℂ} (hu : u ≠ 0) :
    (rankOne u).IsHermitian ∧ rankOne u * rankOne u = rankOne u ∧ rankOne u ≠ 0 := by
  have hν : star u ⬝ᵥ u ≠ 0 := fun h => hu (dotProduct_star_self_eq_zero.1 h)
  have hs : star (star u ⬝ᵥ u) = star u ⬝ᵥ u := (Matrix.star_dotProduct u u).symm
  refine ⟨Matrix.IsHermitian.ext fun s t => ?_, ?_, fun h0 => ?_⟩
  · simp only [rankOne, Matrix.of_apply, star_div₀, star_mul', star_star, hs]
    ring
  · ext s t
    rw [Matrix.mul_apply]
    simp only [rankOne, Matrix.of_apply]
    calc _ = star (u s) * u t / (star u ⬝ᵥ u) / (star u ⬝ᵥ u) * ∑ r, star (u r) * u r := by
          rw [Finset.mul_sum]
          exact Finset.sum_congr rfl fun r _ => by ring
      _ = _ := div_mul_cancel₀ _ hν
  · obtain ⟨i, hi⟩ := Function.ne_iff.1 hu
    exact div_ne_zero (mul_ne_zero (star_ne_zero.2 hi) hi) hν (congrFun (congrFun h0 i) i)

/-- If `D² < dⁿ`, some nonzero Hermitian projector on `n` sites annihilates the periodic MPS
of every length `N ≥ n` on every block of `n` consecutive sites. -/
theorem exists_parent_projector (A : Fin d → Matrix (Fin D) (Fin D) ℂ) (hd : D ^ 2 < d ^ n) :
    ∃ h : Matrix (Fin n → Fin d) (Fin n → Fin d) ℂ,
      h.IsHermitian ∧ h * h = h ∧ h ≠ 0 ∧
        ∀ (N : ℕ) [NeZero N], n ≤ N → ∀ k : ZMod N, onBlock h k *ᵥ mps A N = 0 := by
  -- more strings than matrix entries: the products are linearly dependent
  have hdep : ¬ LinearIndependent ℂ (fun t : Fin n → Fin d => bond A t) := by
    intro hli
    have hc := hli.fintype_card_le_finrank
    simp [Module.finrank_matrix] at hc
    nlinarith
  obtain ⟨u, hu, i, hi⟩ := Fintype.not_linearIndependent_iff.1 hdep
  obtain ⟨h1, h2, h3⟩ := rankOne_projector (u := u) fun h => hi (congrFun h i)
  refine ⟨rankOne u, h1, h2, h3, fun N _ hn k => ?_⟩
  funext σ
  obtain ⟨X, hX⟩ := mps_environment A hn σ k
  have key : ∑ t, u t * trace (bond A t * X) = 0 := by
    have h := congrArg (fun M => trace (M * X)) hu
    simpa [Finset.sum_mul, Matrix.trace_sum, Matrix.trace_smul] using h
  simp only [Matrix.mulVec, dotProduct, onBlock, Matrix.of_apply, ite_mul, zero_mul]
  rw [sum_agreeOff hn σ k]
  simp only [(overwrite_spec hn σ k _).1, hX]
  calc _ = star (u (window n σ k)) / (star u ⬝ᵥ u) * ∑ t, u t * trace (bond A t * X) := by
        rw [Finset.mul_sum]
        refine Finset.sum_congr rfl fun t _ => ?_
        simp only [rankOne, Matrix.of_apply]
        ring
    _ = _ := by rw [key, mul_zero]; rfl

/-- The Hamiltonian built from a Hermitian projector is positive semidefinite, and it
annihilates exactly the vectors that every block term annihilates. -/
theorem hamiltonian_frustration_free [NeZero N] (hn : n ≤ N)
    {h : Matrix (Fin n → Fin d) (Fin n → Fin d) ℂ} (hH : h.IsHermitian) (hP : h * h = h) :
    (hamiltonian N h).PosSemidef ∧ ∀ φ : (ZMod N → Fin d) → ℂ,
      hamiltonian N h *ᵥ φ = 0 ↔ ∀ k : ZMod N, onBlock h k *ᵥ φ = 0 := by
  have hpos : ∀ k : ZMod N, (onBlock h k).PosSemidef := by
    intro k
    obtain ⟨h1, h2⟩ := onBlock_projector hn hH hP k
    have h3 := Matrix.posSemidef_conjTranspose_mul_self (onBlock h k)
    rwa [h1.eq, h2] at h3
  refine ⟨Matrix.posSemidef_sum _ fun k _ => hpos k, fun φ => ?_⟩
  unfold hamiltonian
  rw [Matrix.sum_mulVec]
  refine ⟨fun h0 k => ?_, fun h0 => Finset.sum_eq_zero fun k _ => h0 k⟩
  -- a vanishing sum of nonnegative energies has vanishing terms
  have hsum : ∑ k : ZMod N, star φ ⬝ᵥ (onBlock h k *ᵥ φ) = 0 := by
    rw [← dotProduct_sum, h0, dotProduct_zero]
  have hk := (Finset.sum_eq_zero_iff_of_nonneg
    fun k _ => (hpos k).dotProduct_mulVec_nonneg φ).1 hsum k (Finset.mem_univ k)
  exact ((hpos k).dotProduct_mulVec_zero_iff φ).1 hk

/-- If `D² < dⁿ`, one nonzero `n`-site projector gives, on every ring with `N ≥ n` sites, a
positive semidefinite Hamiltonian that annihilates the periodic MPS. -/
theorem exists_parent_hamiltonian (A : Fin d → Matrix (Fin D) (Fin D) ℂ)
    (hd : D ^ 2 < d ^ n) :
    ∃ h : Matrix (Fin n → Fin d) (Fin n → Fin d) ℂ,
      h.IsHermitian ∧ h * h = h ∧ h ≠ 0 ∧ ∀ (N : ℕ) [NeZero N], n ≤ N →
        (hamiltonian N h).PosSemidef ∧ hamiltonian N h *ᵥ mps A N = 0 := by
  obtain ⟨h, hH, hP, h0, hk⟩ := exists_parent_projector A hd
  refine ⟨h, hH, hP, h0, fun N _ hn => ?_⟩
  obtain ⟨hpos, hker⟩ := hamiltonian_frustration_free hn hH hP
  exact ⟨hpos, (hker _).2 (hk N hn)⟩

end

end ParentHamiltonian
```

```lean
#print axioms ParentHamiltonian.exists_parent_projector
#print axioms ParentHamiltonian.exists_parent_hamiltonian
```

```
'ParentHamiltonian.exists_parent_projector' depends on axioms: [propext, Classical.choice, Quot.sound]
'ParentHamiltonian.exists_parent_hamiltonian' depends on axioms: [propext, Classical.choice, Quot.sound]
```

## Ring configurations and block operators

Sites are elements of `ZMod N`, so addition wraps around the ring, and a many-body vector is a function on configurations `ZMod N → Fin d`. `bond A t` is \(W(t)\), `mps A N` is \(\psi_N\), `window` reads the string on a block, and `overwrite σ k t` is \(\sigma[t]\). `onBlock h k` is the full many-body matrix \(h_k\), and `hamiltonian N h` sums it over all \(N\) starting sites.

In `exists_parent_projector` and `exists_parent_hamiltonian`, `h` is chosen before `N`, which is why one projector covers every length. `[NeZero N]` excludes `N = 0`, for which `ZMod N` is the infinite set of integers, and `n ≤ N` makes the block fit.

The proof follows the derivation:

- `bond_add` splits an ordered product at any cut, by induction on the length of the right-hand part. `mps_environment` uses it with `Matrix.trace_mul_comm` to rotate the ring, then once more to separate \(W(t)\) from \(X\).
- `overwrite_spec` checks that overwriting changes the block and nothing else. `sum_agreeOff` turns a sum over configurations with a fixed exterior into a sum over block strings, through an explicit bijection.
- `rankOne_projector` verifies the three properties of \(h\), and `onBlock_projector` carries Hermiticity and \(h^2=h\) over to the ring.
- `exists_parent_projector` obtains \(u\) by comparing the number of strings with the dimension of the matrix space; `key` is the vanishing trace.
- `hamiltonian_frustration_free` writes each term as \(h_k^\dagger h_k\) and uses that a vanishing sum of nonnegative numbers has vanishing terms. `exists_parent_hamiltonian` combines the two results.

## Zero energy without uniqueness

When \(\psi_N\neq0\), the normalised MPS is a ground state with energy exactly zero. The theorems also allow \(\psi_N=0\), as for \(A^0=\operatorname{diag}(1,-1)\), \(A^1=0\) and odd \(N\), where the annihilation says nothing. A code should check the norm.

The term "parent Hamiltonian" often suggests a unique ground state and a gap, as for injective tensors. Injectivity is not assumed here, and neither property is proved. The case \(D=1\), \(n=1\) shows what can happen. The MPS is then a product state with the same vector \(a\) on each site; take \(a\ne0\). For \(d=2\), \(h\) projects onto the state orthogonal to \(a\), and the product state is the only zero-energy state up to a factor. For \(d=3\), a rank-one \(h\) leaves two allowed states per site, hence a \(2^N\)-dimensional zero-energy space. In this product example, projecting onto the conjugate of the whole null space of \(M\) removes the degeneracy; for other tensors a degeneracy can remain.

The theorems concern exact complex matrices on finite periodic rings. They do not cover open ends, site-dependent tensors or the rounding error of a computed null vector.
